# Dyson recursion for a finite-matrix resolvent when the interaction starts at first order in the coupling

The theorem `dyson` gives the resolvent R = (w − K − C)⁻¹ order by order in a coupling g, where K is a finite complex square matrix, w is a complex number with w − K invertible, and the interaction C is a matrix power series in g with no zeroth-order term. Its zeroth coefficient is the free resolvent G₀ = (w − K)⁻¹, and each later one is R_{k+1} = G₀ (C₁ R_k + C₂ R_{k−1} + … + C_{k+1} R₀). The series are formal, so nothing is said about convergence, and K need not be Hermitian. The proof compares coefficients of each power of g in (w − K − C) R = 1 and multiplies from the left by G₀.

Lean 4 with Mathlib refuses this proof:

```lean
import Mathlib

open Matrix
open scoped PowerSeries
open Finset.HasAntidiagonal (antidiagonal mem_antidiagonal)

namespace Dyson

noncomputable section

variable {l m n : Type*} [Fintype n] [DecidableEq n]

/-- The matrix power series `A 0 + g A 1 + g² A 2 + ...` in the coupling `g`. -/
def series (A : ℕ → Matrix l m ℂ) : Matrix l m ℂ⟦X⟧ :=
  Matrix.of fun i j => PowerSeries.mk fun k => A k i j

/-- The matrix coefficient of `g ^ k` in a matrix of power series. -/
def coeffAt (k : ℕ) (M : Matrix l m ℂ⟦X⟧) : Matrix l m ℂ :=
  Matrix.of fun i j => PowerSeries.coeff k (M i j)

/-- The free resolvent `G₀ = (w - K)⁻¹`, for `w` outside the spectrum of `K`. -/
def G₀ (w : ℂ) (K : Matrix n n ℂ) : Matrix n n ℂ := (w • (1 : Matrix n n ℂ) - K)⁻¹

/-- The secular matrix `w - K - C`, with the interaction `C` a power series in `g`. -/
def secular (w : ℂ) (K : Matrix n n ℂ) (C : ℕ → Matrix n n ℂ) : Matrix n n ℂ⟦X⟧ :=
  Matrix.of (fun i j => PowerSeries.C ((w • (1 : Matrix n n ℂ) - K) i j)) - series C

omit [DecidableEq n] in
/-- Orders of perturbation theory add up in a matrix product. -/
lemma coeffAt_mul (k : ℕ) (M : Matrix l n ℂ⟦X⟧) (N : Matrix n m ℂ⟦X⟧) :
    coeffAt k (M * N) =
      ∑ p ∈ antidiagonal k, coeffAt p.1 M * coeffAt p.2 N := by
  ext i j
  simp only [coeffAt, Matrix.of_apply, Matrix.mul_apply, Matrix.sum_apply, map_sum,
    PowerSeries.coeff_mul]
  exact Finset.sum_comm

variable {w : ℂ} {K : Matrix n n ℂ} {C C' : ℕ → Matrix n n ℂ}

omit [Fintype n] in
/-- Without a zeroth-order interaction, the secular matrix at `g = 0` is `w - K`. -/
lemma coeffAt_zero_secular (hC : C 0 = 0) :
    coeffAt 0 (secular w K C) = w • (1 : Matrix n n ℂ) - K := by
  ext i j
  change PowerSeries.coeff 0 (PowerSeries.C ((w • (1 : Matrix n n ℂ) - K) i j) -
    PowerSeries.mk fun k => C k i j) = _
  rw [map_sub, PowerSeries.coeff_C, PowerSeries.coeff_mk, if_pos rfl, hC]
  exact sub_zero _

/-- If `w - K` is invertible and `C` starts at first order, then `w - K - C` is invertible
as a matrix of power series in `g`. -/
theorem isUnit_secular (hw : IsUnit (w • (1 : Matrix n n ℂ) - K)) (hC : C 0 = 0) :
    IsUnit (secular w K C) := by
  -- the determinant is a power series whose constant term is `det (w - K)`
  have h : (PowerSeries.constantCoeff (R := ℂ)).mapMatrix (secular w K C) =
      w • (1 : Matrix n n ℂ) - K :=
    Eq.trans (by ext i j; simp [coeffAt]) (coeffAt_zero_secular hC)
  rw [Matrix.isUnit_iff_isUnit_det, PowerSeries.isUnit_iff_constantCoeff,
    RingHom.map_det, h]
  exact (Matrix.isUnit_iff_isUnit_det _).mp hw

/-- Dyson recursion: if `w - K` is invertible and `C` starts at first order, the resolvent
`R = (w - K - C)⁻¹` has `R₀ = G₀` and `R_{k+1} = G₀ (C₁ R_k + C₂ R_{k-1} + ... + C_{k+1} R₀)`. -/
theorem dyson (hw : IsUnit (w • (1 : Matrix n n ℂ) - K)) (hC : C 0 = 0) :
    coeffAt 0 (secular w K C)⁻¹ = G₀ w K ∧
    ∀ k, coeffAt (k + 1) (secular w K C)⁻¹ = G₀ w K *
      ∑ p ∈ antidiagonal k, C (p.1 + 1) * coeffAt p.2 (secular w K C)⁻¹ := by
  have hS : secular w K C * (secular w K C)⁻¹ = 1 :=
    Matrix.mul_nonsing_inv _ ((Matrix.isUnit_iff_isUnit_det _).mp (isUnit_secular hw hC))
  have hG : G₀ w K * (w • (1 : Matrix n n ℂ) - K) = 1 :=
    Matrix.nonsing_inv_mul _ ((Matrix.isUnit_iff_isUnit_det _).mp hw)
  have hsucc : ∀ k, coeffAt (k + 1) (secular w K C) = -C (k + 1) := by
    intro k
    ext i j
    change PowerSeries.coeff (k + 1) (PowerSeries.C ((w • (1 : Matrix n n ℂ) - K) i j) -
      PowerSeries.mk fun k => C k i j) = _
    rw [map_sub, PowerSeries.coeff_C, PowerSeries.coeff_mk, if_neg (Nat.succ_ne_zero k)]
    exact zero_sub _
  constructor
  · have h := coeffAt_mul 0 (secular w K C) (secular w K C)⁻¹
    have h1 : coeffAt 0 (1 : Matrix n n ℂ⟦X⟧) = 1 := by
      ext i j
      by_cases hij : i = j <;> simp [coeffAt, hij]
    rw [hS, h1, Finset.Nat.antidiagonal_zero, Finset.sum_singleton] at h
    change 1 = coeffAt 0 (secular w K C) * coeffAt 0 (secular w K C)⁻¹ at h
    rw [coeffAt_zero_secular hC] at h
    rw [← Matrix.one_mul (coeffAt 0 (secular w K C)⁻¹), ← hG, Matrix.mul_assoc, ← h,
      Matrix.mul_one]
  · intro k
    -- compare the coefficients of `g ^ (k + 1)` in `(w - K - C) R = 1`
    have h := coeffAt_mul (k + 1) (secular w K C) (secular w K C)⁻¹
    have h1 : coeffAt (k + 1) (1 : Matrix n n ℂ⟦X⟧) = 0 := by
      ext i j
      by_cases hij : i = j <;> simp [coeffAt, hij, PowerSeries.coeff_one]
    rw [hS, h1, Finset.Nat.sum_antidiagonal_succ] at h
    simp only [hsucc, coeffAt_zero_secular hC, Matrix.neg_mul, Finset.sum_neg_distrib] at h
    have h2 := eq_of_sub_eq_zero ((sub_eq_add_neg _ _).trans h.symm)
    rw [← h2, ← Matrix.mul_assoc, hG, Matrix.one_mul]

end

end Dyson
```

The compiler's answer:

```
Main.lean:81:53: error: unsolved goals
case pos
n : Type u_3
inst✝¹ : Fintype n
inst✝ : DecidableEq n
w : ℂ
K : Matrix n n ℂ
C : ℕ → Matrix n n ℂ
hw : IsUnit (w • 1 - K)
hC : C 0 = 0
hS : secular w K C * (secular w K C)⁻¹ = 1
hG : G₀ w K * (w • 1 - K) = 1
hsucc : ∀ (k : ℕ), coeffAt (k + 1) (secular w K C) = -C (k + 1)
h :
  coeffAt 0 (secular w K C * (secular w K C)⁻¹) =
    ∑ p ∈ antidiagonal 0, coeffAt p.1 (secular w K C) * coeffAt p.2 (secular w K C)⁻¹
i j : n
hij : i = j
⊢ 1 = 1 i j
```

Lean accepts the file once it reads:

```diff
@@ -81,5 +81,9 @@
     have h1 : coeffAt 0 (1 : Matrix n n ℂ⟦X⟧) = 1 := by
       ext i j
-      by_cases hij : i = j <;> simp [coeffAt, hij]
+      by_cases hij : i = j
+      · change PowerSeries.coeff 0 ((1 : Matrix n n ℂ⟦X⟧) i j) = (1 : Matrix n n ℂ) i j
+        rw [Matrix.one_apply, Matrix.one_apply, if_pos hij, if_pos hij]
+        simp
+      · simp [coeffAt, hij]
     rw [hS, h1, Finset.Nat.antidiagonal_zero, Finset.sum_singleton] at h
     change 1 = coeffAt 0 (secular w K C) * coeffAt 0 (secular w K C)⁻¹ at h
```

Diagnosis. The error lies in the auxiliary fact `h1`, that the zeroth coefficient of the identity matrix over power series is the complex identity matrix. In the diagonal case, `hij : i = j`, `simp` reduces the left side to `1` but leaves the matrix entry `1 i j` on the right. The `i` there has not been replaced by `j`, so the entry does not have the repeated index that `Matrix.one_apply_eq` needs. This fits the way `simp` treats `1` as a numeral literal even when it is applied to indices, and so does not rewrite those indices; the message itself shows only the result.

The repair does not rely on that replacement. `change` writes out `coeffAt`, the two uses of `Matrix.one_apply` turn both identity entries into if-expressions, and `if_pos hij` picks the diagonal value in each. The last `simp` then only has to show that the constant coefficient of the power series `1` is `1`. The off-diagonal case keeps its old `simp` call, merely moved to its own branch.
